# Surface energy can stabilise a thin oxide film where bulk oxide is unstable: an exponential model

Let an oxide film of thickness $h\ge 0$ on a metal have the energy per area

$$G(h)=gh-s\left(1-e^{-h/l}\right),\qquad g,l,s>0,$$

relative to the bare surface. Exactly one thickness has the lowest energy, namely $\max(0,\,l\ln(s/(gl)))$. If $gl<s$, it is positive and its energy is negative. If $gl\ge s$, the bare surface wins.

## Bulk cost against surface gain

At a fixed temperature and oxygen chemical potential, $g$ is the free energy per volume of forming bulk oxide from metal and oxygen gas. Taking $g>0$ means that bulk oxide is unstable. The constant $s$ is the metal's surface energy minus the sum of the oxide surface and oxide–metal interface energies of a thick film; $s>0$ means that a thick film lowers the total surface and interface energy, before its bulk cost is counted. The length $l$ sets how fast this gain saturates.

In first-principles thermodynamics, this uniform-film model with one variable shows how a surface phase diagram can contain a thin oxide where bulk oxide is absent. Applying it to a real surface requires computed film energies to follow $G$, with thickness treated as continuous although real films grow in atomic layers.

## What the Lean statements say

`filmEnergy g l s h` is $G(h)$, with all quantities real numbers in consistent units. `eqThickness g l s` is $h^*=l\ln(s/(gl))$; despite its name, it is negative when $gl>s$ and then describes no film. `IsStable g l s h₀` says that $h_0\ge 0$ and that every other nonnegative thickness has strictly higher energy. This is unique global minimality, stronger than the local stability that the word often means.

`stable_iff` states that, for positive constants, a thickness is stable exactly when it equals $\max(0,h^*)$. `thin_film_stable` adds the signs of $h^*$ and $G(h^*)$ for $gl<s$, and `bare_surface_stable` treats $gl\ge s$. Three further theorems say that a film of negative energy exists exactly when $gl<s$, that $G(h)>0$ once $h\ge s/g$, and that $h^*\to\infty$ as $g\to0^+$.

## Derivation from the force balance

Setting $G'(h)=g-(s/l)e^{-h/l}$ to zero gives $s\,e^{-h^*/l}=gl$, hence $h^*=l\ln(s/(gl))$. With $u=(h-h^*)/l$,

$$\begin{aligned}
G(h)-G(h^*)&=g(h-h^*)+s\,e^{-h^*/l}\left(e^{-u}-1\right)\\
&=gl\left(e^{-u}-1+u\right).
\end{aligned}$$

Since $e^x>1+x$ for $x\ne0$, this is positive unless $h=h^*$. If $gl<s$, the logarithm is positive, so $h^*>0$ and $G(h^*)<G(0)=0$.

If $gl\ge s$ and $h>0$, put $x=h/l$. Then

$$G(h)=glx-s+s\,e^{-x}>glx-s+s(1-x)=(gl-s)x\ge0=G(0).$$

For $h\ge s/g$ we have $gh\ge s$, so $G(h)\ge s\,e^{-h/l}>0$. As $g\to0^+$, $s/(gl)$ diverges, and so does $l$ times its logarithm.

## The Lean file

```lean
import Mathlib

open Filter Topology

namespace OxideFilmStability

noncomputable section

/-- Energy of an oxide film of thickness `h`, relative to the bare surface: bulk cost `g` per
thickness, and a surface gain that saturates at `s` over the decay length `l > 0`. -/
def filmEnergy (g l s h : ℝ) : ℝ := g * h - s * (1 - Real.exp (-h / l))

/-- The thickness `l ln(s/(g l))`, for positive `g`, `l` and `s`. -/
def eqThickness (g l s : ℝ) : ℝ := l * Real.log (s / (g * l))

/-- A thickness `h₀ ≥ 0` is stable if its film energy is strictly lower than that of every other
nonnegative thickness. -/
def IsStable (g l s h₀ : ℝ) : Prop :=
  0 ≤ h₀ ∧ ∀ h, 0 ≤ h → h ≠ h₀ → filmEnergy g l s h₀ < filmEnergy g l s h

/-- Force balance: for positive `g`, `l`, `s`, the exponential term `s exp(-h/l)` equals `g l` at
`h = l ln(s/(g l))`. -/
theorem force_balance {g l s : ℝ} (hg : 0 < g) (hl : 0 < l) (hs : 0 < s) :
    s * Real.exp (-eqThickness g l s / l) = g * l := by
  have hx : 0 < s / (g * l) := by positivity
  have he : -eqThickness g l s / l = -Real.log (s / (g * l)) := by
    unfold eqThickness
    rw [neg_div, mul_div_cancel_left₀ _ hl.ne']
  rw [he, Real.exp_neg, Real.exp_log hx]
  field_simp

/-- For positive `g`, `l`, `s`, the energy relative to that at `l ln(s/(g l))` is
`g l (exp(-u) - 1 + u)`, where `u` is the deviation in thickness in units of `l`. -/
theorem excess_energy {g l s : ℝ} (hg : 0 < g) (hl : 0 < l) (hs : 0 < s) (h : ℝ) :
    filmEnergy g l s h - filmEnergy g l s (eqThickness g l s) =
      g * l * (Real.exp (-((h - eqThickness g l s) / l)) - 1
        + (h - eqThickness g l s) / l) := by
  have h1 := force_balance hg hl hs
  -- split the exponential at the balanced thickness
  have h2 : Real.exp (-h / l) = Real.exp (-eqThickness g l s / l) *
      Real.exp (-((h - eqThickness g l s) / l)) := by
    rw [← Real.exp_add]
    congr 1
    ring
  have h3 : g * l * ((h - eqThickness g l s) / l) = g * (h - eqThickness g l s) := by
    field_simp
  unfold filmEnergy
  linear_combination s * h2 +
    (Real.exp (-((h - eqThickness g l s) / l)) - 1) * h1 - h3

/-- For positive `g`, `l`, `s` with `g l < s`, the thickness `l ln(s/(g l))` is stable and
positive, and its energy is negative. -/
theorem thin_film_stable {g l s : ℝ} (hg : 0 < g) (hl : 0 < l) (hs : 0 < s)
    (hlt : g * l < s) :
    IsStable g l s (eqThickness g l s) ∧ 0 < eqThickness g l s ∧
      filmEnergy g l s (eqThickness g l s) < 0 := by
  have hpos : 0 < eqThickness g l s :=
    mul_pos hl (Real.log_pos ((one_lt_div (mul_pos hg hl)).2 hlt))
  have hst : IsStable g l s (eqThickness g l s) := by
    refine ⟨hpos.le, fun h _ hne => ?_⟩
    have hu : (h - eqThickness g l s) / l ≠ 0 := div_ne_zero (sub_ne_zero.mpr hne) hl.ne'
    have hexp := Real.add_one_lt_exp (neg_ne_zero.mpr hu)
    have hgain : 0 < g * l * (Real.exp (-((h - eqThickness g l s) / l)) - 1
        + (h - eqThickness g l s) / l) := mul_pos (mul_pos hg hl) (by linarith)
    linarith [excess_energy hg hl hs h]
  refine ⟨hst, hpos, ?_⟩
  -- compare with the bare surface, whose energy is zero
  have h0 := hst.2 0 le_rfl hpos.ne
  have hz : filmEnergy g l s 0 = 0 := by simp [filmEnergy]
  linarith

/-- For positive `l` and `s` with `s ≤ g l`, the bare surface is stable. -/
theorem bare_surface_stable {g l s : ℝ} (hl : 0 < l) (hs : 0 < s) (hle : s ≤ g * l) :
    IsStable g l s 0 := by
  refine ⟨le_rfl, fun h hh hne => ?_⟩
  have hz : filmEnergy g l s 0 = 0 := by simp [filmEnergy]
  have hx : -(h / l) ≠ 0 := neg_ne_zero.mpr (div_ne_zero hne hl.ne')
  -- the surface gain is strictly below its linear estimate
  have h1 : 0 < s * (Real.exp (-(h / l)) - (-(h / l) + 1)) :=
    mul_pos hs (sub_pos.mpr (Real.add_one_lt_exp hx))
  have h2 : 0 ≤ (g * l - s) * (h / l) :=
    mul_nonneg (sub_nonneg.mpr hle) (div_nonneg hh hl.le)
  have h3 : g * l * (h / l) = g * h := by field_simp
  rw [hz]
  unfold filmEnergy
  rw [neg_div]
  nlinarith [h1, h2, h3]

/-- For positive `g`, `l`, `s`, a thickness is stable exactly when it equals `l ln(s/(g l))`, or
zero if that expression is negative. -/
theorem stable_iff {g l s : ℝ} (hg : 0 < g) (hl : 0 < l) (hs : 0 < s) (h : ℝ) :
    IsStable g l s h ↔ h = max 0 (eqThickness g l s) := by
  have hmax : IsStable g l s (max 0 (eqThickness g l s)) := by
    rcases lt_or_ge (g * l) s with hlt | hge
    · obtain ⟨hst, hpos, _⟩ := thin_film_stable hg hl hs hlt
      rw [max_eq_right hpos.le]
      exact hst
    · have hlog : Real.log (s / (g * l)) ≤ 0 :=
        Real.log_nonpos (by positivity) ((div_le_one (mul_pos hg hl)).2 hge)
      have he : eqThickness g l s ≤ 0 := by
        unfold eqThickness
        nlinarith
      rw [max_eq_left he]
      exact bare_surface_stable hl hs hge
  constructor
  · intro hst
    -- two distinct stable thicknesses would each lie below the other
    by_contra hne
    exact lt_asymm (hst.2 _ hmax.1 (Ne.symm hne)) (hmax.2 _ hst.1 hne)
  · intro heq
    rw [heq]
    exact hmax

/-- For positive `g`, `l`, `s`, some film has negative energy exactly when `g l < s`. -/
theorem exists_negative_energy_iff {g l s : ℝ} (hg : 0 < g) (hl : 0 < l) (hs : 0 < s) :
    (∃ h, 0 ≤ h ∧ filmEnergy g l s h < 0) ↔ g * l < s := by
  constructor
  · rintro ⟨h, hh, hneg⟩
    by_contra hcon
    have hz : filmEnergy g l s 0 = 0 := by simp [filmEnergy]
    by_cases h0 : h = 0
    · rw [h0, hz] at hneg
      exact lt_irrefl _ hneg
    · have := (bare_surface_stable hl hs (not_lt.mp hcon)).2 h hh h0
      linarith
  · intro hlt
    obtain ⟨_, hpos, hneg⟩ := thin_film_stable hg hl hs hlt
    exact ⟨_, hpos.le, hneg⟩

/-- For positive `g` and `s`, every film at least as thick as `s/g` has positive energy. -/
theorem thick_film_unstable {g l s h : ℝ} (hg : 0 < g) (hs : 0 < s) (hh : s / g ≤ h) :
    0 < filmEnergy g l s h := by
  have h1 : s ≤ h * g := (div_le_iff₀ hg).1 hh
  have h2 : 0 < s * Real.exp (-h / l) := mul_pos hs (Real.exp_pos _)
  unfold filmEnergy
  linarith

/-- For positive `l` and `s`, the thickness `l ln(s/(g l))` grows without bound as the bulk cost
`g` tends to zero from above. -/
theorem thickness_diverges {l s : ℝ} (hl : 0 < l) (hs : 0 < s) :
    Tendsto (fun g : ℝ => eqThickness g l s) (𝓝[>] 0) atTop := by
  have hinv : Tendsto (fun g : ℝ => g⁻¹) (𝓝[>] 0) atTop := tendsto_inv_nhdsGT_zero
  have harg : Tendsto (fun g : ℝ => s / l * g⁻¹) (𝓝[>] 0) atTop :=
    hinv.const_mul_atTop (div_pos hs hl)
  have hlog := (Real.tendsto_log_atTop.comp harg).const_mul_atTop hl
  refine hlog.congr (fun g => ?_)
  have he : s / (g * l) = s / l * g⁻¹ := by ring
  simp only [eqThickness, Function.comp_apply, he]

end

end OxideFilmStability
```

```lean
#print axioms OxideFilmStability.stable_iff
#print axioms OxideFilmStability.exists_negative_energy_iff
#print axioms OxideFilmStability.thick_film_unstable
#print axioms OxideFilmStability.thickness_diverges
```

```
'OxideFilmStability.stable_iff' depends on axioms: [propext, Classical.choice, Quot.sound]
'OxideFilmStability.exists_negative_energy_iff' depends on axioms: [propext, Classical.choice, Quot.sound]
'OxideFilmStability.thick_film_unstable' depends on axioms: [propext, Classical.choice, Quot.sound]
'OxideFilmStability.thickness_diverges' depends on axioms: [propext, Classical.choice, Quot.sound]
```

## From the identities to the classification

`force_balance` evaluates the exponential of the logarithm; no derivative is taken. `excess_energy` splits $e^{-h/l}$ at $h^*$ in `h2`, and `linear_combination` combines this with the force balance to give the excess-energy formula.

`thin_film_stable` shows that this excess is positive, then compares with $h=0$. `bare_surface_stable` follows the linear estimate above: `h1` is the strict exponential inequality times $s$, and `h2` is $(gl-s)x\ge0$.

`stable_iff` joins the two cases. For uniqueness, two different stable thicknesses would each have lower energy than the other, which `lt_asymm` excludes. `exists_negative_energy_iff` uses the same two cases, `thick_film_unstable` bounds the bulk term from below by $s$, and `thickness_diverges` composes the limits of the inverse and the logarithm.

## One strict inequality for both regimes

Mathlib's `Real.add_one_lt_exp` states $x+1<e^x$ for $x\ne0$. It is applied at $x=-u$ for the film and at $x=-h/l$ for the bare surface. Its strictness gives a unique minimizer, and because it holds for either sign of $x$, films thinner and thicker than $h^*$ need no separate treatment.

## No optimum at zero bulk cost

The condition $g>0$ can't be weakened to $g\ge0$ in `thin_film_stable`. For $g=0$ and $l=s=1$, we have $gl<s$, but $G(h)=e^{-h}-1$ decreases strictly towards $-1$ without reaching it. Every film gains by thickening, so no thickness is stable.
